# Normalisation, mean and variance of the density of states of one tetrahedron in the linear tetrahedron method

The linear tetrahedron method divides the Brillouin zone into tetrahedra and interpolates each band linearly between the four corner energies on each one. The total density of states is the sum, over bands and tetrahedra, of the density of states $g$ of one band on one tetrahedron times that tetrahedron's fraction of the zone volume. Counting one state per band and k-point, a tetrahedron on which the band is completely filled contributes its volume fraction times $\int g$ to the number of occupied states per unit cell, and its volume fraction times $\int x\,g$ to the sum of occupied band energies per unit cell. The corner energies are taken to be distinct and sorted here.

## Claim

Let $e_0<e_1<e_2<e_3$, $D_i=\prod_{j\ne i}(e_j-e_i)$, $u_+=\max(u,0)$, $\bar e=\tfrac14\sum_i e_i$, and
$$g(x)=3\sum_{i=0}^{3}\frac{(x-e_i)_+^2}{D_i}.$$
Then $g\ge0$ everywhere, $g=0$ for $x\le e_0$ and $x\ge e_3$, and
$$\int_{e_0}^{e_3}\!g\,dx=1,\qquad \int_{e_0}^{e_3}\!x\,g\,dx=\bar e,\qquad \int_{e_0}^{e_3}\!(x-\bar e)^2g\,dx=\frac1{80}\sum_{i<j}(e_i-e_j)^2 .$$

## Derivation

*Corner sums.* Put $S_1=\sum_i e_i$, $S_2=\sum_i e_i^2$ and $\sigma[F]=\sum_i F(e_i)/D_i$. By Lagrange interpolation, the cubic through the points $(e_i,F(e_i))$ has $c^3$ coefficient $\sum_i F(e_i)/\prod_{j\neq i}(e_i-e_j)=-\sigma[F]$. For polynomial $F(c)$ this cubic is the remainder modulo $\prod_j(c-e_j)=c^4-S_1c^3+E_2c^2-\dots$, with $E_2=(S_1^2-S_2)/2$. Hence $c^4\equiv S_1c^3-E_2c^2+\dots$, $c^5\equiv(S_1^2-E_2)c^3+\dots$, and
$$\sigma[1]=\sigma[c]=\sigma[c^2]=0,\quad \sigma[c^3]=-1,\quad \sigma[c^4]=-S_1,\quad \sigma[c^5]=-\tfrac12(S_1^2+S_2).$$

*Moments.* Term $i$ vanishes below $e_i$, so for continuous $f$
$$\int_{e_0}^{e_3}f g\,dx=3\,\sigma[I],\qquad I(c)=\int_c^{e_3}f(x)(x-c)^2dx .$$
Take $f=p+qx+rx^2$ and expand $(x-c)^2$. The upper limit gives a polynomial of degree at most two in $c$, which $\sigma$ annihilates. For $x^m$ the lower limit gives $-c^{m+3}\big(\frac1{m+3}-\frac2{m+2}+\frac1{m+1}\big)$, with bracket $\frac13,\frac1{12},\frac1{30}$ for $m=0,1,2$. Therefore
$$\int_{e_0}^{e_3}f g\,dx=p+q\,\bar e+r\,\frac{S_1^2+S_2}{20}.$$
The choices $(p,q,r)=(1,0,0)$ and $(0,1,0)$ give norm and mean. The choice $(\bar e^2,-2\bar e,1)$ gives $\frac{S_1^2+S_2}{20}-\frac{S_1^2}{16}=\frac{4S_2-S_1^2}{80}$, and $\sum_{i<j}(e_i-e_j)^2=3S_2-2E_2=4S_2-S_1^2$.

*Shape.* Write $\Delta_{ji}=e_j-e_i>0$ for $j>i$. Since $(x-c)^2$ is quadratic in $c$, $\sum_i(x-e_i)^2/D_i=0$. So $g=0$ above $e_3$, and on $[e_2,e_3]$ the three active terms equal minus the fourth: $g=3(e_3-x)^2/(\Delta_{30}\Delta_{31}\Delta_{32})$. On $[e_0,e_1]$, $g=3(x-e_0)^2/(\Delta_{10}\Delta_{20}\Delta_{30})$. On $[e_1,e_2]$,
$$g=3\left[\frac{(x-e_0)(e_2-x)}{\Delta_{20}\Delta_{21}\Delta_{30}}+\frac{(e_3-x)(x-e_1)}{\Delta_{31}\Delta_{21}\Delta_{30}}\right],$$
because the bracket and the two active terms $(x-e_0)^2/D_0+(x-e_1)^2/D_1$ are quadratics in $x$ with common values $-\Delta_{10}/(\Delta_{21}\Delta_{31})$, $\Delta_{10}/(\Delta_{20}\Delta_{30})$, $\Delta_{32}/(\Delta_{30}\Delta_{31})$ at $e_0,e_1,e_2$, the last by the same cancellation. Each form is visibly nonnegative on its interval.

## Formal development

In Lean 4 with Mathlib:

```lean
import Mathlib

open Finset MeasureTheory

namespace TetrahedronDensityMoments

noncomputable section
```

The corner energies are a function `e : Fin 4 → ℝ`, with `e i` for $e_i$. The next four definitions are $D_i$, $g$, $\bar e$ and the pair sum.

```lean
/-- Product of the energy differences from corner `i` to the other three corners. -/
def denom (e : Fin 4 → ℝ) (i : Fin 4) : ℝ := ∏ j ∈ univ.erase i, (e j - e i)

/-- Density of states of the linear tetrahedron method for corner energies `e`. -/
def dos (e : Fin 4 → ℝ) (x : ℝ) : ℝ := 3 * ∑ i, max (x - e i) 0 ^ 2 / denom e i

/-- Arithmetic mean of the four corner energies. -/
def cornerMean (e : Fin 4 → ℝ) : ℝ := (∑ i, e i) / 4

/-- Sum of the squared energy differences over the six pairs of corners. -/
def pairSpread (e : Fin 4 → ℝ) : ℝ := ∑ i, ∑ j, if i < j then (e i - e j) ^ 2 else 0
```

The formula for $g$ is a definition: its origin as the energy distribution of a linear function over a tetrahedron is not derived, and neither volume fraction nor spin factor enters. The hypothesis `StrictMono e`, assumed in every theorem below about `dos` even where its docstring does not repeat it, fixes the sorting and excludes degenerate corners, where denominators vanish.

`denom_eq` writes each $D_i$ through the gaps $\Delta_{ji}$, with signs $+,-,+,-$.

```lean
/-- The four denominators as signed products of differences of later minus earlier corners. -/
theorem denom_eq (e : Fin 4 → ℝ) :
    denom e 0 = (e 1 - e 0) * (e 2 - e 0) * (e 3 - e 0) ∧
    denom e 1 = -((e 1 - e 0) * (e 2 - e 1) * (e 3 - e 1)) ∧
    denom e 2 = (e 2 - e 0) * (e 2 - e 1) * (e 3 - e 2) ∧
    denom e 3 = -((e 3 - e 0) * (e 3 - e 1) * (e 3 - e 2)) := by
  have h0 : univ.erase (0 : Fin 4) = {1, 2, 3} := by decide
  have h1 : univ.erase (1 : Fin 4) = {0, 2, 3} := by decide
  have h2 : univ.erase (2 : Fin 4) = {0, 1, 3} := by decide
  have h3 : univ.erase (3 : Fin 4) = {0, 1, 2} := by decide
  refine ⟨?_, ?_, ?_, ?_⟩
  all_goals
    simp only [denom, h0, h1, h2, h3]
    rw [prod_insert (by decide), prod_insert (by decide), prod_singleton]
    ring
```

`dos_pieces` gives the three closed forms. The local facts `P` and `N` switch each truncated term on or off; `field_simp` clears the nonzero gaps and `ring1` checks the remaining polynomial identity, replacing the interpolation arguments.

```lean
/-- Closed forms of the density of states on the three intervals between corner energies. -/
theorem dos_pieces (e : Fin 4 → ℝ) (h : StrictMono e) (x : ℝ) :
    (e 0 ≤ x → x ≤ e 1 →
      dos e x = 3 * (x - e 0) ^ 2 / ((e 1 - e 0) * (e 2 - e 0) * (e 3 - e 0))) ∧
    (e 1 ≤ x → x ≤ e 2 →
      dos e x = 3 * ((x - e 0) * (e 2 - x) / ((e 2 - e 0) * (e 2 - e 1) * (e 3 - e 0))
        + (e 3 - x) * (x - e 1) / ((e 3 - e 1) * (e 2 - e 1) * (e 3 - e 0)))) ∧
    (e 2 ≤ x → x ≤ e 3 →
      dos e x = 3 * (e 3 - x) ^ 2 / ((e 3 - e 0) * (e 3 - e 1) * (e 3 - e 2))) := by
  obtain ⟨d0, d1, d2, d3⟩ := denom_eq e
  have h01 : e 0 < e 1 := h (by decide)
  have h12 : e 1 < e 2 := h (by decide)
  have h23 : e 2 < e 3 := h (by decide)
  have n : ∀ i j : Fin 4, i < j → e j - e i ≠ 0 := fun i j hij => (sub_pos.2 (h hij)).ne'
  have n01 := n 0 1 (by decide); have n02 := n 0 2 (by decide); have n03 := n 0 3 (by decide)
  have n12 := n 1 2 (by decide); have n13 := n 1 3 (by decide); have n23 := n 2 3 (by decide)
  have P : ∀ c, c ≤ x → max (x - c) 0 = x - c := fun c hc => max_eq_left (sub_nonneg.2 hc)
  have N : ∀ c, x ≤ c → max (x - c) 0 = 0 := fun c hc => max_eq_right (sub_nonpos.2 hc)
  simp only [dos, Fin.sum_univ_four, d0, d1, d2, d3, div_neg]
  refine ⟨fun ha hb => ?_, fun ha hb => ?_, fun ha hb => ?_⟩
  · rw [P (e 0) ha, N (e 1) hb, N (e 2) (by linarith), N (e 3) (by linarith)]
    ring
  · rw [P (e 0) (by linarith), P (e 1) ha, N (e 2) hb, N (e 3) (by linarith)]
    field_simp
    ring1
  · rw [P (e 0) (by linarith), P (e 1) (by linarith), P (e 2) ha, N (e 3) hb]
    field_simp
    ring1
```

In `dos_eq_zero` all terms are off below $e_0$; above $e_3$ all are on and cancel.

```lean
/-- For strictly increasing corner energies the density of states vanishes
at or below the lowest and at or above the highest
corner energy. -/
theorem dos_eq_zero (e : Fin 4 → ℝ) (h : StrictMono e) (x : ℝ) (hx : x ≤ e 0 ∨ e 3 ≤ x) :
    dos e x = 0 := by
  obtain ⟨d0, d1, d2, d3⟩ := denom_eq e
  have h01 : e 0 < e 1 := h (by decide)
  have h12 : e 1 < e 2 := h (by decide)
  have h23 : e 2 < e 3 := h (by decide)
  have n : ∀ i j : Fin 4, i < j → e j - e i ≠ 0 := fun i j hij => (sub_pos.2 (h hij)).ne'
  have n01 := n 0 1 (by decide); have n02 := n 0 2 (by decide); have n03 := n 0 3 (by decide)
  have n12 := n 1 2 (by decide); have n13 := n 1 3 (by decide); have n23 := n 2 3 (by decide)
  have P : ∀ c, c ≤ x → max (x - c) 0 = x - c := fun c hc => max_eq_left (sub_nonneg.2 hc)
  have N : ∀ c, x ≤ c → max (x - c) 0 = 0 := fun c hc => max_eq_right (sub_nonpos.2 hc)
  simp only [dos, Fin.sum_univ_four, d0, d1, d2, d3, div_neg]
  rcases hx with hx | hx
  · rw [N (e 0) hx, N (e 1) (by linarith), N (e 2) (by linarith), N (e 3) (by linarith)]
    ring
  · -- all four terms are active and cancel
    rw [P (e 0) (by linarith), P (e 1) (by linarith), P (e 2) (by linarith), P (e 3) hx]
    field_simp
    ring1
```

`dos_nonneg` places $x$ in one of five ranges and signs each numerator and denominator.

```lean
/-- For strictly increasing corner energies the density of states is nonnegative at every
energy. -/
theorem dos_nonneg (e : Fin 4 → ℝ) (h : StrictMono e) (x : ℝ) : 0 ≤ dos e x := by
  obtain ⟨p1, p2, p3⟩ := dos_pieces e h x
  have g : ∀ i j : Fin 4, i < j → 0 ≤ e j - e i := fun i j hij => (sub_pos.2 (h hij)).le
  have g01 := g 0 1 (by decide); have g02 := g 0 2 (by decide); have g03 := g 0 3 (by decide)
  have g12 := g 1 2 (by decide); have g13 := g 1 3 (by decide); have g23 := g 2 3 (by decide)
  rcases le_total x (e 0) with h0 | h0
  · exact (dos_eq_zero e h x (Or.inl h0)).ge
  rcases le_total x (e 1) with h1 | h1
  · rw [p1 h0 h1]
    exact div_nonneg (by positivity) (mul_nonneg (mul_nonneg g01 g02) g03)
  rcases le_total x (e 2) with h2 | h2
  · rw [p2 h1 h2]
    refine mul_nonneg (by norm_num) (add_nonneg ?_ ?_)
    · exact div_nonneg (mul_nonneg (by linarith) (by linarith))
        (mul_nonneg (mul_nonneg g02 g12) g03)
    · exact div_nonneg (mul_nonneg (by linarith) (by linarith))
        (mul_nonneg (mul_nonneg g13 g12) g03)
  rcases le_total x (e 3) with h3 | h3
  · rw [p3 h2 h3]
    exact div_nonneg (by positivity) (mul_nonneg (mul_nonneg g03 g13) g23)
  · exact (dos_eq_zero e h x (Or.inr h3)).ge
```

`integral_truncated` splits $[a,b]$ at a threshold $c$; the integrand is zero on the left part and untruncated on the right.

```lean
/-- A truncated square with threshold `c` in `[a, b]` cuts the integral of a continuous
weight down to `[c, b]`. -/
theorem integral_truncated (f : ℝ → ℝ) (hf : Continuous f) {a b c : ℝ} (hac : a ≤ c)
    (hcb : c ≤ b) :
    ∫ x in a..b, f x * max (x - c) 0 ^ 2 = ∫ x in c..b, f x * (x - c) ^ 2 := by
  have hc : Continuous fun x => f x * max (x - c) 0 ^ 2 := by fun_prop
  have hs := intervalIntegral.integral_add_adjacent_intervals (μ := volume)
    (hc.intervalIntegrable a c) (hc.intervalIntegrable c b)
  have h0 : ∫ _x in a..c, (0 : ℝ) = 0 := by simp
  have h1 : ∫ x in a..c, f x * max (x - c) 0 ^ 2 = ∫ _x in a..c, (0 : ℝ) := by
    refine intervalIntegral.integral_congr fun x hx => ?_
    rw [Set.uIcc_of_le hac] at hx
    show f x * max (x - c) 0 ^ 2 = 0
    rw [max_eq_right (sub_nonpos.2 hx.2)]
    ring
  have h2 : ∫ x in c..b, f x * max (x - c) 0 ^ 2 = ∫ x in c..b, f x * (x - c) ^ 2 := by
    refine intervalIntegral.integral_congr fun x hx => ?_
    rw [Set.uIcc_of_le hcb] at hx
    show f x * max (x - c) 0 ^ 2 = f x * (x - c) ^ 2
    rw [max_eq_left (sub_nonneg.2 hx.1)]
  linarith
```

`integral_mul_dos` is $\int fg\,dx=3\sigma[I]$ for any continuous weight `f`: linearity over four terms, then the cut at each $e_i$.

```lean
/-- The integral of a continuous function of energy against the density of states is a sum
of one integral per corner, from that corner energy up to the highest one. -/
theorem integral_mul_dos (e : Fin 4 → ℝ) (h : StrictMono e) (f : ℝ → ℝ) (hf : Continuous f) :
    ∫ x in e 0..e 3, f x * dos e x
      = 3 * ∑ i, (∫ x in e i..e 3, f x * (x - e i) ^ 2) / denom e i := by
  have hsum : ∀ x, f x * dos e x = ∑ i, f x * max (x - e i) 0 ^ 2 * (3 / denom e i) := by
    intro x
    simp only [dos, Fin.sum_univ_four]
    ring
  have hi : ∀ i, IntervalIntegrable
      (fun x => f x * max (x - e i) 0 ^ 2 * (3 / denom e i)) volume (e 0) (e 3) :=
    fun i => Continuous.intervalIntegrable (by fun_prop) _ _
  have ht : ∀ i, ∫ x in e 0..e 3, f x * max (x - e i) 0 ^ 2 * (3 / denom e i)
      = (∫ x in e i..e 3, f x * (x - e i) ^ 2) * (3 / denom e i) := by
    intro i
    have hl : e 0 ≤ e i := h.monotone (Fin.zero_le i)
    have hu : e i ≤ e 3 := h.monotone (show i ≤ 3 from Fin.le_last i)
    rw [intervalIntegral.integral_mul_const, integral_truncated f hf hl hu]
  simp only [hsum, Fin.sum_univ_four]
  rw [intervalIntegral.integral_add (((hi 0).add (hi 1)).add (hi 2)) (hi 3),
    intervalIntegral.integral_add ((hi 0).add (hi 1)) (hi 2),
    intervalIntegral.integral_add (hi 0) (hi 1), ht 0, ht 1, ht 2, ht 3]
  ring
```

`integral_quadratic_sq` evaluates $I$ with a general upper limit $b$. It expands about $c$ instead of the origin: with $u=x-c$, $f=f(c)+(q+2rc)u+ru^2$, and the antiderivative in $u^3,u^4,u^5$ is verified by differentiation in `hd`.

```lean
/-- Closed form of the integral of a quadratic times `(x - c)^2` from `c` to `b`. -/
theorem integral_quadratic_sq (p q r b c : ℝ) :
    ∫ x in c..b, (p + q * x + r * x ^ 2) * (x - c) ^ 2
      = (p + q * c + r * c ^ 2) / 3 * (b - c) ^ 3 + (q + 2 * r * c) / 4 * (b - c) ^ 4
        + r / 5 * (b - c) ^ 5 := by
  have hd : ∀ x ∈ Set.uIcc c b, HasDerivAt
      (fun x => (p + q * c + r * c ^ 2) / 3 * (x - c) ^ 3 + (q + 2 * r * c) / 4 * (x - c) ^ 4
        + r / 5 * (x - c) ^ 5) ((p + q * x + r * x ^ 2) * (x - c) ^ 2) x := by
    intro x _
    have h1 : HasDerivAt (fun x : ℝ => x - c) 1 x := (hasDerivAt_id' x).sub_const c
    refine ((((h1.fun_pow 3).const_mul _).fun_add ((h1.fun_pow 4).const_mul _)).fun_add
      ((h1.fun_pow 5).const_mul _)).congr_deriv ?_
    ring1
  rw [intervalIntegral.integral_eq_sub_of_hasDerivAt hd
    (Continuous.intervalIntegrable (by fun_prop) _ _)]
  ring
```

`integral_quadratic_dos` inserts this at each corner. The term $i=3$ is zero through `sub_self`, and clearing denominators does the work of the corner sums $\sigma[c^k]$.

```lean
/-- Integral of any quadratic function of energy against the density of states, in terms of
the sum and the sum of squares of the corner energies. -/
theorem integral_quadratic_dos (e : Fin 4 → ℝ) (h : StrictMono e) (p q r : ℝ) :
    ∫ x in e 0..e 3, (p + q * x + r * x ^ 2) * dos e x
      = p + q * cornerMean e + r * (((∑ i, e i) ^ 2 + ∑ i, e i ^ 2) / 20) := by
  obtain ⟨d0, d1, d2, d3⟩ := denom_eq e
  have n : ∀ i j : Fin 4, i < j → e j - e i ≠ 0 := fun i j hij => (sub_pos.2 (h hij)).ne'
  have n01 := n 0 1 (by decide); have n02 := n 0 2 (by decide); have n03 := n 0 3 (by decide)
  have n12 := n 1 2 (by decide); have n13 := n 1 3 (by decide); have n23 := n 2 3 (by decide)
  refine (integral_mul_dos e h (fun x => p + q * x + r * x ^ 2) (by fun_prop)).trans ?_
  -- closed form for each corner, then clear the energy gaps
  simp only [integral_quadratic_sq, cornerMean, Fin.sum_univ_four, d0, d1, d2, d3, div_neg,
    sub_self]
  field_simp
  ring1
```

`dos_moments` states the three integrals, taken over `e 0..e 3`, for any strictly increasing corner energies. It uses the three choices of $(p,q,r)$ above, and `hv` lists the six pairs. With `dos_nonneg` and `dos_eq_zero`, $g$ is a probability density, so the second and third integrals are its mean and variance.

```lean
/-- For strictly increasing corner energies, from `e 0` to `e 3` the density of states has integral one,
first moment equal to the corner mean, and second moment about the corner mean equal to
`1/80` of the sum of squared pair differences. -/
theorem dos_moments (e : Fin 4 → ℝ) (h : StrictMono e) :
    ∫ x in e 0..e 3, dos e x = 1 ∧
    ∫ x in e 0..e 3, x * dos e x = cornerMean e ∧
    ∫ x in e 0..e 3, (x - cornerMean e) ^ 2 * dos e x = 1 / 80 * pairSpread e := by
  have hv : pairSpread e = (e 0 - e 1) ^ 2 + (e 0 - e 2) ^ 2 + (e 0 - e 3) ^ 2
      + (e 1 - e 2) ^ 2 + (e 1 - e 3) ^ 2 + (e 2 - e 3) ^ 2 := by
    simp [pairSpread, Fin.sum_univ_four]
    ring1
  refine ⟨?_, ?_, ?_⟩
  · refine Eq.trans ?_ ((integral_quadratic_dos e h 1 0 0).trans (by ring))
    congr 1; funext x; ring
  · refine Eq.trans ?_ ((integral_quadratic_dos e h 0 1 0).trans (by ring))
    congr 1; funext x; ring
  · refine Eq.trans ?_
      ((integral_quadratic_dos e h (cornerMean e ^ 2) (-2 * cornerMean e) 1).trans ?_)
    · congr 1; funext x; ring
    · simp only [hv, cornerMean, Fin.sum_univ_four]
      ring

end

end TetrahedronDensityMoments
```

```lean
#print axioms TetrahedronDensityMoments.dos_nonneg
-- 'TetrahedronDensityMoments.dos_nonneg' depends on axioms: [propext, Classical.choice, Quot.sound]
#print axioms TetrahedronDensityMoments.dos_moments
-- 'TetrahedronDensityMoments.dos_moments' depends on axioms: [propext, Classical.choice, Quot.sound]
```

## In a code

After sorting, a routine can branch on the interval containing $x$ and evaluate the forms of `dos_pieces`, which avoid the cancellation between terms of opposite sign in the defining sum. Numerical quadrature of its output can be compared with the three moments: for corners $0,1,2,3$ the pair sum is $1+4+9+1+4+1=20$, so norm, mean and variance are $1$, $3/2$ and $1/4$. Coincident corner energies, where denominators of the defining sum vanish, are not covered by the theorems.
